# Group-averaged on-site occupancy matrices are covariant under the symmetry group

A finite group `G` acts on a set of atoms `A`, and each atom `a` carries a real square matrix ρ(a) of on-site occupancies, with finitely many channels that transform by a representation `D` of the group. The averaged matrix ρ̄(a) is the sum of D(g) ρ(g⁻¹a) D(g)ᵀ over all g, divided by the order of the group. The theorem states that ρ̄(ha) = D(h) ρ̄(a) D(h)ᵀ for every operation h and atom a; the matrices ρ(a) are arbitrary, and `D` need not be orthogonal. The proof takes D(h) and its transpose inside the sum, relabels the sum by g → hg, and compares the two sides term by term.

This version doesn't compile in Lean 4 with Mathlib:

```lean
import Mathlib

open Matrix

namespace SymmetrizeCovariant

noncomputable section

variable {G A n : Type*} [Group G] [MulAction G A] [Fintype n] [DecidableEq n]

/-- On-site matrices are covariant if the matrix on the atom `h • a` is the matrix on the
atom `a` transformed by the representation matrix of `h`. -/
def IsCovariant (D : G →* Matrix n n ℝ) (ρ : A → Matrix n n ℝ) : Prop :=
  ∀ (h : G) (a : A), ρ (h • a) = D h * ρ a * (D h)ᵀ

variable [Fintype G]

/-- The group average of the on-site occupancy matrices: each operation `g` brings the matrix of the
atom `g⁻¹ • a` to the atom `a` and transforms its partial-wave channels by `D g`. -/
def symmetrize (D : G →* Matrix n n ℝ) (ρ : A → Matrix n n ℝ) (a : A) : Matrix n n ℝ :=
  (Fintype.card G : ℝ)⁻¹ • ∑ g : G, D g * ρ (g⁻¹ • a) * (D g)ᵀ

/-- The averaged occupancy matrices of symmetry-related atoms are related by the
representation matrices. -/
theorem symmetrize_covariant (D : G →* Matrix n n ℝ) (ρ : A → Matrix n n ℝ) :
    IsCovariant D (symmetrize D ρ) := by
  intro h a
  unfold symmetrize
  rw [Matrix.mul_smul, Matrix.smul_mul, Finset.mul_sum, Finset.sum_mul]
  congr 1
  -- relabel the group sum by g → h g
  refine (Equiv.sum_comp (Equiv.mulLeft h)
    (fun g => D g * ρ (g⁻¹ • h • a) * (D g)ᵀ)).symm.trans ?_
  apply Finset.sum_congr rfl
  intro g _
  have e : (h * g)⁻¹ • h • a = g⁻¹ • a := by
    rw [smul_smul, mul_inv_rev, inv_mul_cancel_right]
  simp only [Equiv.coe_mulLeft, e, map_mul, Matrix.transpose_mul, Matrix.mul_assoc]

end

end SymmetrizeCovariant
```

The error:

```
Main.lean:37:19: error: Ambiguous term
  mul_inv_rev
Possible interpretations:
  _root_.mul_inv_rev : ∀ (a b : ?m.170), (a * b)⁻¹ = b⁻¹ * a⁻¹
  
  Matrix.mul_inv_rev : ∀ (A B : Matrix ?m.170 ?m.170 ?m.171), (A * B)⁻¹ = B⁻¹ * A⁻¹
```

The repair, with which the file compiles:

```diff
@@ -35,5 +35,5 @@
   intro g _
   have e : (h * g)⁻¹ • h • a = g⁻¹ • a := by
-    rw [smul_smul, mul_inv_rev, inv_mul_cancel_right]
+    rw [smul_smul, _root_.mul_inv_rev, inv_mul_cancel_right]
   simp only [Equiv.coe_mulLeft, e, map_mul, Matrix.transpose_mul, Matrix.mul_assoc]
 
```

Cause. The error lies in the auxiliary equation `e`, which says that (hg)⁻¹ applied to ha gives g⁻¹a. Its proof needs the rule (hg)⁻¹ = g⁻¹h⁻¹ for group elements, which is Mathlib's `mul_inv_rev`. But the file has `open Matrix`, so the same short name can also mean `Matrix.mul_inv_rev`, the corresponding rule for inverses of matrices. `rw` has to settle what the name means before it matches the lemma against the goal. Both readings make sense on their own, so Lean reports an ambiguous term, although only the group rule fits here.

The diff writes `_root_.mul_inv_rev`, where the prefix `_root_` selects the lemma outside every namespace. The rewrite then turns (hg)⁻¹h into g⁻¹h⁻¹h, and `inv_mul_cancel_right` reduces this to g⁻¹, as the equation requires. The rest of the proof is unchanged.
